# The one-loop correction to the Coulomb propagator as a superposition of Yukawa propagators

With the charge renormalized to its long-distance value, a single virtual electron–positron loop adds to the Coulomb propagator a weighted integral over Yukawa propagators of mass $2mt$, $t>1$, where $m$ is the electron mass. Let $Q^2$ be the squared momentum transfer, positive when spacelike, and let $s=Q^2/m^2$, in units with $\hbar=c=1$. With the spectral weight

$$w(t)=\left(1+\frac{1}{2t^2}\right)\frac{\sqrt{t^2-1}}{t^2},$$

the underlying identity, valid for every $s>-4$, is

$$\int_0^1 x(1-x)\ln\bigl(1+s\,x(1-x)\bigr)\,dx=\frac13\int_1^\infty w(t)\,\frac{s}{s+4t^2}\,dt .$$

The value $s=-4$ is the threshold for producing a real pair. The range therefore contains all spacelike momentum transfers and the timelike ones below threshold. A static Coulomb field involves no timelike transfers; for those, $1/Q^2$ is to be read as the scalar factor in the photon propagator.

## Momentum-space and radial codes

The Uehling potential, which a relativistic atomic-structure code may include, is the position-space form of this correction. It is of first order in the fine-structure constant $\alpha$ relative to the Coulomb potential. A code that works in momentum space can evaluate the integral over $x$. In position space each Yukawa propagator becomes a screened potential, and for a point nucleus of charge number $Z$ the electron's potential energy, with this correction alone, is

$$V(r)=-\frac{Z\alpha}{r}\left[1+\frac{2\alpha}{3\pi}\int_1^\infty w(t)\,e^{-2mtr}\,dt\right].$$

The Lean theorems concern the momentum-space propagator; the Fourier transform that leads to $V(r)$ is a further step.

## From the Feynman parameter to the pair mass

Call the left-hand integral $\Pi(s)$. Substitute $v=2x-1$, so that $x(1-x)=(1-v^2)/4$ and $dx=dv/2$. The integrand is even in $v$, hence

$$\Pi(s)=\int_0^1\frac{1-v^2}{4}\,\ln\left(1+\frac{s(1-v^2)}{4}\right)dv .$$

Integrate by parts, with $(v-v^3/3)/4$ as antiderivative of the first factor. It vanishes at $v=0$, and the logarithm vanishes at $v=1$, so there is no boundary term. The logarithm has derivative $-2sv/\bigl(s(1-v^2)+4\bigr)$, which gives

$$\Pi(s)=\frac13\int_0^1\frac{v^2(3-v^2)}{2}\,\frac{s}{s(1-v^2)+4}\,dv .$$

Now read $v$ as the velocity of each particle in a pair of invariant mass $2mt$, in the pair's rest frame:

$$v=\sqrt{1-\frac1{t^2}},\qquad \frac{dv}{dt}=\frac{1}{t^3v}.$$

This maps $t\in(1,\infty)$ one-to-one onto $v\in(0,1)$. Since $1-v^2=1/t^2$, the last fraction becomes $s\,t^2/(s+4t^2)$. The remaining factors combine to

$$\frac{v^2(3-v^2)}{2}\cdot\frac{1}{t^3v}\cdot t^2=\frac{v}{t}\left(1+\frac{1}{2t^2}\right)=w(t),$$

because $v=\sqrt{t^2-1}/t$. This is the spectral identity.

For the propagator, write $k=Q^2$. The corrected Coulomb propagator is $\frac1k\bigl[1+\frac{2\alpha}{\pi}\Pi(k/m^2)\bigr]$. Since

$$\frac{s}{s+4t^2}=\frac{k}{k+(2mt)^2},$$

the factor $k$ cancels the prefactor $1/k$ in the correction:

$$\frac1k\left[1+\frac{2\alpha}{\pi}\Pi\left(\frac{k}{m^2}\right)\right]=\frac1k+\frac{2\alpha}{3\pi}\int_1^\infty\frac{w(t)}{k+(2mt)^2}\,dt .$$

## The Lean proof, from velocity integral to propagator

The theorem `vacuumPolarization_eq_velocity` carries out the first half of the derivation. Its auxiliary function `h` is the integrand after the substitution $v=2x-1$. The integration by parts appears as the fundamental theorem of calculus: the product of $(v-v^3/3)/4$ and the logarithm has derivative `h v - 1 / 3 * velocityKernel s v` and vanishes at both ends. The lemma `denominator_pos` keeps the logarithm's argument and the denominator positive for $s>-4$.

The change to $t$ needs three facts: the derivative (`hasDerivAt_pairVelocity`), the range (`image_pairVelocity`) and injectivity (`injOn_pairVelocity`). The algebra that turns the velocity integrand into the spectral one is `jacobian_mul_kernel`. In `vacuumPolarization_eq_spectral`, the same change of variables is used twice. It carries integrability over from the velocity integrand, which is continuous on $[0,1]$, and it carries over the value of the integral. The open interval $t>1$ avoids the endpoint where $dv/dt$ diverges.

Finally, `correctedPropagator_eq_yukawa` sets $s=k/m^2$, takes the constant $k$ out of the integral and simplifies.

```lean
import Mathlib

open MeasureTheory Set

namespace UehlingSpectral

noncomputable section

/-- The one-loop spectral weight of a virtual pair of invariant mass `2mt`, for `t ≥ 1`. -/
def spectralWeight (t : ℝ) : ℝ := (1 + 1 / (2 * t ^ 2)) * √(t ^ 2 - 1) / t ^ 2

/-- The velocity of each particle in a pair of invariant mass `2mt`, in the pair's rest frame,
for `t ≥ 1`. -/
def pairVelocity (t : ℝ) : ℝ := √(1 - 1 / t ^ 2)

/-- The vacuum polarization integrand in the pair velocity `v`, for `s > -4` and `|v| ≤ 1`. -/
def velocityKernel (s v : ℝ) : ℝ := v ^ 2 * (3 - v ^ 2) / 2 * (s / (s * (1 - v ^ 2) + 4))

/-- The Feynman-parameter integral of one-loop vacuum polarization at `s = Q²/m²`,
for `s > -4`. -/
def vacuumPolarization (s : ℝ) : ℝ :=
  ∫ x in (0 : ℝ)..1, x * (1 - x) * Real.log (1 + s * (x * (1 - x)))

/-- The scalar factor `1/(k + M²)` in the propagator of a boson of mass `M` at `k = Q²`, for
`k + M² ≠ 0`. -/
def yukawaPropagator (M k : ℝ) : ℝ := 1 / (k + M ^ 2)

/-- The Coulomb propagator with its one-loop correction at `k = Q²`, for `k ≠ 0`, `m ≠ 0`
and `k > -4m²`. -/
def correctedPropagator (α m k : ℝ) : ℝ :=
  1 / k * (1 + 2 * α / Real.pi * vacuumPolarization (k / m ^ 2))

/-- Above threshold, `t > 1`, the pair velocity is positive with square `1 - 1/t²`. -/
lemma pairVelocity_pos_sq {t : ℝ} (ht : 1 < t) :
    0 < pairVelocity t ∧ pairVelocity t ^ 2 = 1 - 1 / t ^ 2 := by
  have h1 : 1 / t ^ 2 < 1 := by
    rw [div_lt_one (by positivity)]
    nlinarith
  have h : 0 < 1 - 1 / t ^ 2 := by linarith
  exact ⟨Real.sqrt_pos.2 h, Real.sq_sqrt h.le⟩

/-- Above threshold, `t > 1`, the pair velocity `v` grows with `t` at the rate `1/(t³v)`. -/
theorem hasDerivAt_pairVelocity {t : ℝ} (ht : 1 < t) :
    HasDerivAt pairVelocity (1 / (t ^ 3 * pairVelocity t)) t := by
  have h0 : t ≠ 0 := by linarith
  obtain ⟨hv, hsq⟩ := pairVelocity_pos_sq ht
  have hp : HasDerivAt (fun y : ℝ => y ^ 2) (2 * t) t := by simpa using hasDerivAt_pow 2 t
  have h1 : HasDerivAt (fun y : ℝ => 1 - 1 / y ^ 2) (2 / t ^ 3) t := by
    refine (((hasDerivAt_const t (1 : ℝ)).fun_div hp (pow_ne_zero 2 h0)).const_sub 1).congr_deriv ?_
    field_simp
    ring
  have hne : 1 - 1 / t ^ 2 ≠ 0 := by rw [← hsq]; positivity
  have h2 : HasDerivAt pairVelocity (2 / t ^ 3 / (2 * pairVelocity t)) t := h1.sqrt hne
  refine h2.congr_deriv ?_
  have := hv.ne'
  field_simp

/-- Pairs above threshold take every velocity strictly between zero and the speed of light. -/
theorem image_pairVelocity : pairVelocity '' Ioi 1 = Ioo 0 1 := by
  ext v
  constructor
  · rintro ⟨t, ht, rfl⟩
    have ht' : 1 < t := ht
    obtain ⟨hv, hsq⟩ := pairVelocity_pos_sq ht'
    have : 0 < 1 / t ^ 2 := by positivity
    exact ⟨hv, by nlinarith⟩
  · rintro ⟨h0, h1⟩
    have h : 0 < 1 - v ^ 2 := by nlinarith
    refine ⟨1 / √(1 - v ^ 2), ?_, ?_⟩
    · change 1 < 1 / √(1 - v ^ 2)
      rw [one_lt_div (Real.sqrt_pos.2 h), Real.sqrt_lt' one_pos]
      nlinarith
    · have e : 1 / (1 / √(1 - v ^ 2)) ^ 2 = 1 - v ^ 2 := by
        rw [div_pow, one_pow, one_div_one_div, Real.sq_sqrt h.le]
      rw [pairVelocity, e, sub_sub_cancel, Real.sqrt_sq h0.le]

/-- Pairs of different mass above threshold have different velocities. -/
lemma injOn_pairVelocity : InjOn pairVelocity (Ioi 1) := by
  intro a ha b hb hab
  have ha' : 1 < a := ha
  have hb' : 1 < b := hb
  have h1 := (pairVelocity_pos_sq ha').2
  rw [hab, (pairVelocity_pos_sq hb').2] at h1
  have h : 1 / a ^ 2 = 1 / b ^ 2 := by linarith
  have h2 : a ^ 2 = b ^ 2 := inv_injective (by simpa only [one_div] using h)
  nlinarith

/-- For `t > 1`, the velocity integrand times the Jacobian is the spectral integrand. -/
lemma jacobian_mul_kernel {t : ℝ} (ht : 1 < t) (s : ℝ) :
    |1 / (t ^ 3 * pairVelocity t)| • velocityKernel s (pairVelocity t)
      = spectralWeight t * (s / (s + 4 * t ^ 2)) := by
  have h0 : 0 < t := by linarith
  obtain ⟨hv, hsq⟩ := pairVelocity_pos_sq ht
  have hr : t ^ 2 - 1 = (t * pairVelocity t) ^ 2 := by
    rw [mul_pow, hsq]
    field_simp
  have h1 : 1 - pairVelocity t ^ 2 = 1 / t ^ 2 := by linarith
  have h3 : 3 - pairVelocity t ^ 2 = 2 + 1 / t ^ 2 := by linarith
  have hk : s / (s * (1 / t ^ 2) + 4) = s / (s + 4 * t ^ 2) * t ^ 2 := by
    rw [show s * (1 / t ^ 2) + 4 = (s + 4 * t ^ 2) / t ^ 2 by field_simp,
      div_div_eq_mul_div, mul_div_right_comm]
  rw [velocityKernel, spectralWeight, hr, Real.sqrt_sq (by positivity), h1, h3, hk,
    abs_of_pos (by positivity), smul_eq_mul]
  generalize s / (s + 4 * t ^ 2) = F
  field_simp

/-- For `s > -4` and `|v| ≤ 1` the denominator of the velocity integrand is positive. -/
lemma denominator_pos {s v : ℝ} (hs : -4 < s) (hv : v ∈ Icc (-1 : ℝ) 1) :
    0 < s * (1 - v ^ 2) + 4 := by
  have h0 : 0 ≤ 1 - v ^ 2 := by nlinarith [hv.1, hv.2]
  rcases le_total 0 s with h | h
  · nlinarith [mul_nonneg h h0]
  · nlinarith [mul_nonneg (neg_nonneg.2 h) (sq_nonneg v)]

/-- For `s > -4` the velocity integrand is continuous on `[0,1]`. -/
lemma continuousOn_velocityKernel {s : ℝ} (hs : -4 < s) :
    ContinuousOn (velocityKernel s) (Icc 0 1) := by
  change ContinuousOn
    (fun v : ℝ => v ^ 2 * (3 - v ^ 2) / 2 * (s / (s * (1 - v ^ 2) + 4))) (Icc 0 1)
  exact ContinuousOn.mul (by fun_prop) (continuousOn_const.div (by fun_prop)
    (fun v hv => (denominator_pos hs ⟨by linarith [hv.1], hv.2⟩).ne'))

/-- For `s > -4`, integration by parts removes the logarithm from the Feynman-parameter
integral and leaves a rational integral over the pair velocity. -/
theorem vacuumPolarization_eq_velocity {s : ℝ} (hs : -4 < s) :
    vacuumPolarization s = 1 / 3 * ∫ v in (0 : ℝ)..1, velocityKernel s v := by
  obtain ⟨h, hh⟩ : ∃ h : ℝ → ℝ, ∀ v, h v =
    (1 - v ^ 2) / 4 * Real.log (1 + s * ((1 - v ^ 2) / 4)) := ⟨_, fun _ => rfl⟩
  have hlog : ∀ v ∈ Icc (-1 : ℝ) 1, 1 + s * ((1 - v ^ 2) / 4) ≠ 0 := fun v hv => by
    have := denominator_pos hs hv
    apply ne_of_gt
    linarith
  have hc : ContinuousOn h (Icc (-1) 1) := by
    rw [show h = _ from funext hh]
    exact ContinuousOn.mul (by fun_prop) (ContinuousOn.log (by fun_prop) hlog)
  have hsub : Icc (0 : ℝ) 1 ⊆ Icc (-1) 1 := Icc_subset_Icc (by norm_num) le_rfl
  have i1 : IntervalIntegrable h volume 0 1 :=
    (hc.mono hsub).intervalIntegrable_of_Icc zero_le_one
  have i0 : IntervalIntegrable h volume (-1) 0 :=
    (hc.mono (Icc_subset_Icc le_rfl zero_le_one)).intervalIntegrable_of_Icc (by norm_num)
  -- the substitution v = 2x - 1 and evenness in v
  have e1 : vacuumPolarization s = ∫ v in (0 : ℝ)..1, h v := by
    have a1 : vacuumPolarization s = ∫ x in (0 : ℝ)..1, h (2 * x - 1) := by
      unfold vacuumPolarization
      congr 1
      funext x
      rw [hh, show (1 - (2 * x - 1) ^ 2) / 4 = x * (1 - x) by ring]
    have a2 := intervalIntegral.integral_comp_mul_sub (a := 0) (b := 1) h
      (two_ne_zero : (2 : ℝ) ≠ 0) 1
    rw [show (2 : ℝ) * 0 - 1 = -1 by norm_num, show (2 : ℝ) * 1 - 1 = 1 by norm_num,
      smul_eq_mul] at a2
    have heven : ∀ v, h (-v) = h v := fun v => by rw [hh, hh, neg_sq]
    have a3 := intervalIntegral.integral_comp_neg (a := 0) (b := 1) h
    simp only [heven, neg_zero] at a3
    have a4 := intervalIntegral.integral_add_adjacent_intervals i0 i1
    rw [a1, a2]
    linarith
  -- integration by parts; both boundary terms vanish
  have i2 : IntervalIntegrable (fun v : ℝ => 1 / 3 * velocityKernel s v) volume 0 1 :=
    (continuousOn_const.mul (continuousOn_velocityKernel hs)).intervalIntegrable_of_Icc zero_le_one
  have hder : ∀ v ∈ uIcc (0 : ℝ) 1, HasDerivAt
      (fun v : ℝ => (v - v ^ 3 / 3) / 4 * Real.log (1 + s * ((1 - v ^ 2) / 4)))
      (h v - 1 / 3 * velocityKernel s v) v := by
    intro v hv
    rw [uIcc_of_le zero_le_one] at hv
    have hp : HasDerivAt (fun y : ℝ => y ^ 2) (2 * v) v := by simpa using hasDerivAt_pow 2 v
    have hq : HasDerivAt (fun y : ℝ => y ^ 3) (3 * v ^ 2) v := by simpa using hasDerivAt_pow 3 v
    have hA := ((hasDerivAt_id' v).fun_sub (hq.div_const 3)).div_const 4
    have hB := (((hp.const_sub 1).div_const 4).const_mul s).const_add 1
    refine (hA.fun_mul (hB.log (hlog v (hsub hv)))).congr_deriv ?_
    rw [hh, velocityKernel]
    generalize Real.log (1 + s * ((1 - v ^ 2) / 4)) = L
    rw [show 1 + s * ((1 - v ^ 2) / 4) = (s * (1 - v ^ 2) + 4) / 4 by ring]
    generalize s * (1 - v ^ 2) + 4 = D
    ring
  have hz := intervalIntegral.integral_eq_sub_of_hasDerivAt hder (i1.sub i2)
  rw [intervalIntegral.integral_sub i1 i2, intervalIntegral.integral_const_mul] at hz
  norm_num at hz
  rw [e1]
  linarith

/-- Spectral representation of one-loop vacuum polarization: for `s = Q²/m² > -4` the integral
over pair masses converges and reproduces the Feynman-parameter integral. -/
theorem vacuumPolarization_eq_spectral {s : ℝ} (hs : -4 < s) :
    IntegrableOn (fun t => spectralWeight t * (s / (s + 4 * t ^ 2))) (Ioi 1) ∧
    vacuumPolarization s
      = 1 / 3 * ∫ t in Ioi (1 : ℝ), spectralWeight t * (s / (s + 4 * t ^ 2)) := by
  have hd : ∀ t ∈ Ioi (1 : ℝ), HasDerivWithinAt pairVelocity
      (1 / (t ^ 3 * pairVelocity t)) (Ioi 1) t :=
    fun t ht => (hasDerivAt_pairVelocity ht).hasDerivWithinAt
  -- change variables from pair velocity to pair mass
  constructor
  · have hI0 : IntegrableOn (velocityKernel s) (Icc 0 1) volume :=
      (continuousOn_velocityKernel hs).integrableOn_Icc
    have hI := hI0.mono_set Ioo_subset_Icc_self
    rw [← image_pairVelocity, integrableOn_image_iff_integrableOn_abs_deriv_smul
      measurableSet_Ioi hd injOn_pairVelocity] at hI
    exact hI.congr_fun (fun t ht => jacobian_mul_kernel ht s) measurableSet_Ioi
  · rw [vacuumPolarization_eq_velocity hs, intervalIntegral.integral_of_le zero_le_one,
      integral_Ioc_eq_integral_Ioo, ← image_pairVelocity,
      integral_image_eq_integral_abs_deriv_smul measurableSet_Ioi hd injOn_pairVelocity]
    congr 1
    exact setIntegral_congr_fun measurableSet_Ioi (fun t ht => jacobian_mul_kernel ht s)

/-- For `m > 0`, `k = Q² ≠ 0` and `k > -4m²`, the one-loop corrected Coulomb propagator is the
massless one plus a superposition of Yukawa propagators of mass `2mt`, `t > 1`. -/
theorem correctedPropagator_eq_yukawa (α : ℝ) {m k : ℝ} (hm : 0 < m) (hk : k ≠ 0)
    (hkm : -4 * m ^ 2 < k) :
    correctedPropagator α m k = yukawaPropagator 0 k + 2 * α / (3 * Real.pi) *
      ∫ t in Ioi (1 : ℝ), spectralWeight t * yukawaPropagator (2 * m * t) k := by
  have hs : -4 < k / m ^ 2 := by rwa [lt_div_iff₀ (by positivity)]
  have e : ∫ t in Ioi (1 : ℝ), spectralWeight t * (k / m ^ 2 / (k / m ^ 2 + 4 * t ^ 2))
      = k * ∫ t in Ioi (1 : ℝ), spectralWeight t * yukawaPropagator (2 * m * t) k := by
    rw [← integral_const_mul]
    refine setIntegral_congr_fun measurableSet_Ioi (fun t _ => ?_)
    have h : k / m ^ 2 + 4 * t ^ 2 = (k + (2 * m * t) ^ 2) / m ^ 2 := by
      field_simp
      ring
    simp only [yukawaPropagator]
    rw [h, div_div_div_cancel_right₀ (pow_ne_zero 2 hm.ne')]
    ring
  rw [correctedPropagator, (vacuumPolarization_eq_spectral hs).2, e]
  generalize (∫ t in Ioi (1 : ℝ), spectralWeight t * yukawaPropagator (2 * m * t) k) = J
  rw [yukawaPropagator, show k + (0 : ℝ) ^ 2 = k by ring]
  have hπ := Real.pi_ne_zero
  field_simp

end

end UehlingSpectral
```

```lean
#print axioms UehlingSpectral.correctedPropagator_eq_yukawa
-- 'UehlingSpectral.correctedPropagator_eq_yukawa' depends on axioms: [propext, Classical.choice, Quot.sound]
```

## Convergence, equality and the physics put in by definition

The theorem `vacuumPolarization_eq_spectral` says two things for every real `s` with `-4 < s`: the spectral integrand is integrable on `Ioi 1`, the interval $(1,\infty)$, and the two sides of the identity are equal. Integrability matters because Lean assigns the value zero to the integral of a non-integrable function.

The theorem `correctedPropagator_eq_yukawa` holds for any real `α`, for `m` positive, and for `k` nonzero and greater than `-4 * m ^ 2`. The condition on `k` excludes the Coulomb pole and keeps the momentum transfer below pair threshold. The Coulomb term is written `yukawaPropagator 0 k`, a Yukawa propagator of zero mass. This theorem states only the equality; convergence of its integral follows from the previous theorem, since the integrands differ by the constant factor $k$.

Two conventions matter when comparing with a code:

- `vacuumPolarization` is the bare integral $\Pi(s)$. Many texts include the factor $2\alpha/\pi$, or a sign, in the function of that name.
- The propagators carry no charges and no factor $4\pi$. The relative correction $\frac{2\alpha}{\pi}\Pi$ vanishes at $Q^2=0$, so $\alpha$ is the coupling measured at long distance.

The QED loop calculation and its renormalization enter through the definitions of `vacuumPolarization` and `correctedPropagator`; they are not derived from a Lagrangian. The correction is of first order in $\alpha$, without resummation or higher loops. The equalities concern real numbers, so quadrature error, truncation of the $t$ range and rounding have to be controlled separately in an implementation.
